# Every k-dimensional space of orbitals on n sites has a basis whose members each have at most n − k + 1 nonzero amplitudes

## Can k filled orbitals always be mixed until each has k − 1 zeros?

Take $n$ sites and write an orbital as its list of amplitudes $v=(v_i)$, one per site. I have $k\ge 1$ linearly independent filled orbitals, all spread over the whole system, and I may replace them by any other basis of the space they span, orthogonal or not.

A mixture of them has $k$ coefficients, so I can make it vanish on $k-1$ chosen sites. But if I do this $k$ times, what stops the resulting orbitals from being linearly dependent? And does it matter that I gave up orthogonality?

## Yes, if each orbital gets a site of its own

Let $W\subseteq K^n$ be the span of the filled orbitals, with $K$ the real or complex numbers or any other field. An orbital "occupies" a site here if its amplitude there is nonzero; this is not the occupation of an orbital by electrons. The letter $S$ denotes a set of sites, not an overlap matrix.

Call $S$ determining if the only $w\in W$ that vanishes on $S$ is $w=0$. The set of all sites is determining, so there is a determining set of least size. Fix such an $S$.

For $s\in S$, the smaller set $S\setminus\{s\}$ is not determining. Hence some nonzero $w\in W$ vanishes on it. If $w(s)$ were zero too, $w$ would vanish on all of $S$ and be zero. So $w(s)\neq0$, and $w_s=w/w(s)$ satisfies
$$w_s(t)=\delta_{st}\qquad (s,t\in S).$$

For any coefficients $c_s$ it follows that $\big(\sum_s c_s w_s\big)(t)=c_t$. This has two consequences:

- If the sum is zero, every $c_t$ is zero, so the $w_s$ are independent.
- For $v\in W$, the difference $v-\sum_s v(s)\,w_s$ lies in $W$ and vanishes on $S$, so it is zero, and the $w_s$ span $W$.

Therefore $|S|=k$. Each $w_s$ vanishes on the other $k-1$ sites of $S$ and occupies at most $n-k+1$ sites. Over the real or complex numbers it can be normalised without changing which sites it occupies.

## Sampled polynomials allow nothing sparser

Put the sites at distinct positions $x_i\in K$, let $k\le n$, and sample the polynomials of degree below $k$. A nonzero one has at most $k-1$ roots, so it occupies at least $n-k+1$ sites. In particular it is not zero on all sites, so sampling is injective and the sampled space has dimension $k$. No basis of that space beats the bound.

The positions need some condition. With two sites at the same position and $k=n=2$, every sample has the form $(a,a)$, and the dimension is 1 instead of 2.

## Orthogonality can cost zeros already on three sites

Let the site functions be orthonormal, so that the overlap of two real orbitals is the dot product of their amplitudes. Consider the real amplitudes with $v_0+v_1+v_2=0$. Here $k=2$ and the bound is 2. A nonzero vector of this plane with a zero entry is $(0,a,-a)$, $(a,0,-a)$ or $(a,-a,0)$, with $a\neq0$. The overlap of two such vectors, with parameters $a$ and $b$, is $\pm ab$ for different patterns and $2ab$ for equal ones; after normalisation it is $\pm\tfrac12$ or $\pm1$. It is never zero, so of two orthogonal nonzero vectors in the plane at least one occupies all three sites. The nonorthogonal basis $(1,-1,0)/\sqrt2$, $(0,1,-1)/\sqrt2$ reaches the bound.

## What the Lean theorems say

The finite type `ι` is the set of sites, `Fintype.card ι` is $n$, and `occupied v` is the set of sites with nonzero amplitude. `exists_sparse_basis` takes a subspace `W` of dimension $k$ and gives a basis `b`, labelled by `Fin k` (that is, $0,\dots,k-1$), with
$$|\mathrm{occupied}(b_j)|+k\le n+1 .$$
The additive form avoids subtraction of natural numbers. For $k=0$ there are no orbitals and nothing to satisfy. No inner product appears.

`sparse_bound_sharp` states both the dimension and the lower bound for the sampled space. Its injective `x` requires a field with at least $n$ elements, which the real and complex numbers satisfy. `orthogonal_not_sparse` concerns real vectors on three sites only.

For a single Slater determinant in a finite basis, changing the basis of the filled space only multiplies the determinant by a nonzero constant, so the sparse orbitals describe the same state. The step from orbitals in continuous space to finitely many amplitudes is left to the user. The zeros are exact, but the occupied sites need not be close together.

The statement could also have been modelled with an $n\times k$ coefficient matrix $C$ of rank $k$, asking for an invertible $A$ such that every column of $CA$ is sparse. That is closer to program data and displays the mixing matrix, but it ties the statement to a starting set of orbitals, whereas `W` does not.

```lean
import Mathlib

open Finset

namespace SparseOrbitals

variable {K ι : Type*} [Field K] [Fintype ι]

open scoped Classical in
/-- The set of sites on which the orbital `v` has a nonzero amplitude. -/
noncomputable def occupied (v : ι → K) : Finset ι :=
  univ.filter fun i => v i ≠ 0

/-- The sites in `S` determine the orbitals of `W`: the only vector of `W` that vanishes on all
of `S` is zero. -/
def Determines (W : Submodule K (ι → K)) (S : Finset ι) : Prop :=
  ∀ w ∈ W, (∀ i ∈ S, w i = 0) → w = 0

/-- An orbital that vanishes on every site of `Z` occupies at most `n - |Z|` of the `n` sites. -/
theorem card_occupied_add_le (v : ι → K) (Z : Finset ι) (hZ : ∀ i ∈ Z, v i = 0) :
    (occupied v).card + Z.card ≤ Fintype.card ι := by
  classical
  have hd : Disjoint (occupied v) Z := by
    rw [Finset.disjoint_left]
    intro i hi hiZ
    exact (Finset.mem_filter.1 hi).2 (hZ i hiZ)
  rw [← Finset.card_union_of_disjoint hd]
  exact Finset.card_le_univ _

/-- Every space `W` of orbitals has a basis labelled by a set `S` of sites, in which each orbital
has amplitude one on its own site and zero on the other sites of `S`. -/
theorem exists_site_basis (W : Submodule K (ι → K)) :
    ∃ (S : Finset ι) (b : Module.Basis S K W), ∀ s : S,
      (b s : ι → K) s = 1 ∧ ∀ t : S, t ≠ s → (b s : ι → K) t = 0 := by
  classical
  -- choose a determining set of sites of least size
  obtain ⟨S, hS, hmin⟩ := Finset.exists_min_image
    (univ.filter fun S : Finset ι => Determines W S) Finset.card
    ⟨univ, Finset.mem_filter.2 ⟨Finset.mem_univ _,
      fun w _ h => funext fun i => h i (Finset.mem_univ i)⟩⟩
  have hdet : Determines W S := (Finset.mem_filter.1 hS).2
  -- removing a site `s` frees an orbital, which is then scaled to one at `s`
  have hex : ∀ s : S, ∃ w : W, (w : ι → K) s = 1 ∧
      ∀ t : S, t ≠ s → (w : ι → K) t = 0 := by
    intro s
    have hnot : ¬ Determines W (S.erase s) := fun h =>
      absurd (hmin _ (Finset.mem_filter.2 ⟨Finset.mem_univ _, h⟩))
        (not_le_of_gt (Finset.card_erase_lt_of_mem s.2))
    unfold Determines at hnot
    push Not at hnot
    obtain ⟨w, hw, hz, hne⟩ := hnot
    have hs : w s ≠ 0 := by
      intro h0
      apply hne
      apply hdet w hw
      intro i hi
      by_cases his : i = s
      · rw [his]; exact h0
      · exact hz i (Finset.mem_erase.2 ⟨his, hi⟩)
    refine ⟨⟨(w s)⁻¹ • w, W.smul_mem _ hw⟩, ?_, ?_⟩
    · simp [hs]
    · intro t ht
      have h := hz t (Finset.mem_erase.2 ⟨fun h => ht (Subtype.ext h), t.2⟩)
      simp [h]
  choose w hw1 hw0 using hex
  -- the amplitudes on `S` are the expansion coefficients
  have heval : ∀ (c : S → K) (t : S),
      ((∑ s, c s • w s : W) : ι → K) t = c t := by
    intro c t
    have h : ((∑ s, c s • w s : W) : ι → K) t = ∑ s, c s * (w s : ι → K) t := by
      simp [Finset.sum_apply]
    rw [h, Finset.sum_eq_single t]
    · rw [hw1, mul_one]
    · intro s _ hst
      rw [hw0 s t (Ne.symm hst), mul_zero]
    · intro h
      exact absurd (Finset.mem_univ t) h
  have hli : LinearIndependent K w := Fintype.linearIndependent_iff.2 fun c hc t => by
    rw [← heval c t, hc]
    rfl
  have hsp : ⊤ ≤ Submodule.span K (Set.range w) := by
    intro v _
    have h : v = ∑ s : S, (v : ι → K) s • w s := by
      apply sub_eq_zero.1
      apply Subtype.ext
      apply hdet _ (Subtype.property _)
      intro i hi
      change (v : ι → K) i - ((∑ s : S, (v : ι → K) s • w s : W) : ι → K) i = 0
      exact sub_eq_zero.2 (heval (fun s => (v : ι → K) s) ⟨i, hi⟩).symm
    rw [h]
    exact Submodule.sum_mem _ fun s _ =>
      Submodule.smul_mem _ _ (Submodule.subset_span ⟨s, rfl⟩)
  refine ⟨S, Module.Basis.mk hli hsp, fun s => ?_⟩
  rw [Module.Basis.mk_apply]
  exact ⟨hw1 s, hw0 s⟩

/-- Every `k`-dimensional space of orbitals on `n` sites has a basis, not necessarily orthogonal,
whose members each occupy at most `n - k + 1` sites. -/
theorem exists_sparse_basis (W : Submodule K (ι → K)) {k : ℕ}
    (hk : Module.finrank K W = k) :
    ∃ b : Module.Basis (Fin k) K W,
      ∀ j, (occupied (b j : ι → K)).card + k ≤ Fintype.card ι + 1 := by
  classical
  obtain ⟨S, b, hb⟩ := exists_site_basis W
  have hc : Fintype.card S = k := by rw [← hk, Module.finrank_eq_card_basis b]
  let e : S ≃ Fin k := Fintype.equivFinOfCardEq hc
  refine ⟨b.reindex e, fun j => ?_⟩
  rw [Module.Basis.reindex_apply]
  generalize e.symm j = s
  -- the orbital of site `s` vanishes on the other `k - 1` sites of `S`
  have h := card_occupied_add_le (b s : ι → K) (S.erase s) fun i hi =>
    (hb s).2 ⟨i, Finset.mem_of_mem_erase hi⟩
      fun h => Finset.ne_of_mem_erase hi (congrArg Subtype.val h)
  rw [Finset.card_erase_of_mem s.2] at h
  rw [Fintype.card_coe] at hc
  have hpos : 0 < S.card := Finset.card_pos.2 ⟨s, s.2⟩
  omega

/-- Samples a polynomial of degree below `k` at the positions `x i` of the sites. -/
noncomputable def sample (x : ι → K) (k : ℕ) : Polynomial.degreeLT K k →ₗ[K] (ι → K) where
  toFun p i := (p : Polynomial K).eval (x i)
  map_add' p q := by ext i; simp
  map_smul' c p := by ext i; simp

/-- A nonzero polynomial of degree below `k`, sampled at `n` distinct positions, occupies at least
`n - k + 1` sites. -/
theorem card_occupied_sample {x : ι → K} (hx : Function.Injective x) {k : ℕ}
    (p : Polynomial.degreeLT K k) (hp : p ≠ 0) :
    Fintype.card ι + 1 ≤ (occupied (sample x k p)).card + k := by
  classical
  by_contra h
  apply hp
  apply Subtype.ext
  change (p : Polynomial K) = 0
  -- otherwise the polynomial has at least `k` distinct roots
  have hZ : k ≤ ((occupied (sample x k p))ᶜ.image x).card := by
    rw [Finset.card_image_of_injective _ hx, Finset.card_compl]
    omega
  refine Polynomial.eq_zero_of_degree_lt_of_eval_finset_eq_zero
    (s := (occupied (sample x k p))ᶜ.image x) ?_ ?_
  · exact lt_of_lt_of_le (Polynomial.mem_degreeLT.1 p.2) (by exact_mod_cast hZ)
  · intro y hy
    obtain ⟨i, hi, rfl⟩ := Finset.mem_image.1 hy
    by_contra hne
    exact Finset.mem_compl.1 hi (Finset.mem_filter.2 ⟨Finset.mem_univ i, hne⟩)

/-- The bound is sharp: for `k ≤ n`, the polynomials of degree below `k` sampled at `n` distinct
positions form a `k`-dimensional space whose nonzero vectors all occupy at least `n - k + 1`
sites. -/
theorem sparse_bound_sharp {x : ι → K} (hx : Function.Injective x) {k : ℕ}
    (hk : k ≤ Fintype.card ι) :
    Module.finrank K (LinearMap.range (sample x k)) = k ∧
      ∀ v ∈ LinearMap.range (sample x k), v ≠ 0 →
        Fintype.card ι + 1 ≤ (occupied v).card + k := by
  constructor
  · have hinj : Function.Injective (sample x k) := by
      rw [injective_iff_map_eq_zero]
      intro p hp
      by_contra hne
      have h := card_occupied_sample hx p hne
      rw [hp] at h
      simp [occupied] at h
      omega
    rw [LinearMap.finrank_range_of_inj hinj,
      LinearEquiv.finrank_eq (Polynomial.degreeLTEquiv K k), Module.finrank_fin_fun]
  · rintro v ⟨p, rfl⟩ hv
    exact card_occupied_sample hx p fun h => hv (by rw [h, map_zero])

/-- A nonzero real orbital on three sites whose amplitudes sum to zero and which occupies at most
two sites has opposite amplitudes `a` and `-a` on two sites and vanishes on the third. -/
theorem two_site_form (u : Fin 3 → ℝ) (hu : u ≠ 0) (hsum : u 0 + u 1 + u 2 = 0)
    (hs : (occupied u).card ≤ 2) :
    ∃ a : ℝ, a ≠ 0 ∧ ((u 0 = 0 ∧ u 1 = a ∧ u 2 = -a) ∨
      (u 0 = a ∧ u 1 = 0 ∧ u 2 = -a) ∨ (u 0 = a ∧ u 1 = -a ∧ u 2 = 0)) := by
  have hz : ∃ i, u i = 0 := by
    by_contra hne
    have hall : ∀ i, u i ≠ 0 := fun i hi => hne ⟨i, hi⟩
    simp [occupied, hall] at hs
  have key : u 0 = 0 → u 1 = 0 → u 2 = 0 → False := fun h0 h1 h2 =>
    hu (funext fun j => by
      fin_cases j
      exacts [h0, h1, h2])
  obtain ⟨i, hi⟩ := hz
  match i, hi with
  | 0, hi =>
    exact ⟨u 1, fun h => key hi h (by linarith), Or.inl ⟨hi, rfl, by linarith⟩⟩
  | 1, hi =>
    exact ⟨u 0, fun h => key h hi (by linarith), Or.inr (Or.inl ⟨rfl, hi, by linarith⟩)⟩
  | 2, hi =>
    exact ⟨u 0, fun h => key h (by linarith) hi, Or.inr (Or.inr ⟨rfl, by linarith, hi⟩)⟩

/-- Of two nonzero orthogonal real orbitals on three sites, each with amplitudes that sum to zero,
at least one occupies more than two sites. -/
theorem orthogonal_not_sparse (u v : Fin 3 → ℝ) (hu : u ≠ 0) (hv : v ≠ 0)
    (hus : u 0 + u 1 + u 2 = 0) (hvs : v 0 + v 1 + v 2 = 0) (huv : dotProduct u v = 0) :
    2 < (occupied u).card ∨ 2 < (occupied v).card := by
  by_contra h
  rw [not_or, not_lt, not_lt] at h
  obtain ⟨a, ha, hua⟩ := two_site_form u hu hus h.1
  obtain ⟨b, hb, hvb⟩ := two_site_form v hv hvs h.2
  have h0 : u 0 * v 0 + u 1 * v 1 + u 2 * v 2 = 0 := by
    rw [← huv, dotProduct, Fin.sum_univ_three]
  -- in all nine cases the overlap is a nonzero multiple of `a * b`
  apply mul_ne_zero ha hb
  rcases hua with ⟨h1, h2, h3⟩ | ⟨h1, h2, h3⟩ | ⟨h1, h2, h3⟩ <;>
    rcases hvb with ⟨h4, h5, h6⟩ | ⟨h4, h5, h6⟩ | ⟨h4, h5, h6⟩ <;>
    rw [h1, h2, h3, h4, h5, h6] at h0 <;>
    linarith

end SparseOrbitals
```

```lean
#print axioms SparseOrbitals.exists_sparse_basis
#print axioms SparseOrbitals.sparse_bound_sharp
#print axioms SparseOrbitals.orthogonal_not_sparse
```

```
'SparseOrbitals.exists_sparse_basis' depends on axioms: [propext, Classical.choice, Quot.sound]
'SparseOrbitals.sparse_bound_sharp' depends on axioms: [propext, Classical.choice, Quot.sound]
'SparseOrbitals.orthogonal_not_sparse' depends on axioms: [propext, Classical.choice, Quot.sound]
```

## From the smallest determining set to the bound

In `exists_site_basis`, `Finset.exists_min_image` selects the smallest determining set. The step `hex` removes one site and rescales the vector this frees, and `heval` is the formula that reads off $c_t$. Independence (`hli`) and spanning (`hsp`) follow from it as above.

`exists_sparse_basis` relabels this basis by `Fin k` and applies `card_occupied_add_le`, which says that the occupied sites and the known zeros together number at most $n$ (the two sets are disjoint), to the set `S.erase s`. The closing `omega` does the counting.

`card_occupied_sample` argues by contradiction: too few occupied sites would mean at least $k$ distinct roots, which forces the polynomial to be zero. `sparse_bound_sharp` derives injectivity, and with it the dimension, from this lemma.

`two_site_form` lists the three patterns on three sites. `orthogonal_not_sparse` then goes through the nine pairs with `rcases`, and in each one `linarith` turns zero overlap into $ab=0$, which contradicts $a,b\neq0$.
